# For one linear error mode, strong level shifts turn SCF iteration into gradient flow

Suppose an SCF calculation oscillates, and a large level shift is applied to calm it. The energy now changes very little from one iteration to the next, and the run looks converged. It may only be slow: a large shift makes every step a small fraction of the error that remains. A stopping test based on the size of the step, or an iteration limit chosen for unshifted runs, can then end the calculation far from the solution.

A model with a single error amplitude x, linearised about the SCF solution, shows how slow. Let D be the gap between the occupied and virtual orbitals that the mode mixes, k the coupling through which the electron interaction responds to the mode, and b the level shift. All three are real energies. In this model, strongly shifted steps, taken in a number that grows with the shift, follow a gradient flow. For a mode along which the energy has a minimum (D + k > 0), the number of steps needed for a fixed error reduction grows in proportion to b once b is large.

```lean
import Mathlib

open Filter Topology

namespace LevelShiftGradientFlow

noncomputable section
```

## One shifted step multiplies the error by a constant

With the energy scaled so that the orbital-energy part of its curvature along the mode is D, the linearised gradient is (D + k)x. The shift raises the virtual orbitals, so the step divides the gradient by D + b instead of D:

x ↦ x − (D + k)x / (D + b) = [(D + b) − (D + k)] x / (D + b) = q x

q = (b − k)/(D + b)

The number q is the mode factor.

```lean
/-- The factor multiplying an error mode with gap `D` and coupling `k` in one
iteration with level shift `b`. -/
def modeFactor (D k b : ℝ) : ℝ := (b - k) / (D + b)
```

The step itself is defined separately, in its gradient form, so that its equality with multiplication by q is something to prove.

```lean
/-- One level-shifted step: the gradient `(D + k) x` is divided by the shifted gap `D + b`
and subtracted from the error amplitude `x`. -/
def shiftedStep (D k b x : ℝ) : ℝ := x - (D + b)⁻¹ * ((D + k) * x)
```

For large b the factor is close to 1. The curve that the iteration will be compared with has initial value x₀ and decay rate D + k:

x(t) = exp(−(D + k)t) x₀

Here t is an inverse energy and plays the part of a time.

```lean
/-- The amplitude `exp (-(D + k) t) x₀` at time `t`, with initial value `x₀` and decay rate `D + k`
(a negative decay rate means growth). -/
def gradientFlow (D k x₀ t : ℝ) : ℝ := Real.exp (-(D + k) * t) * x₀
```

For a target reduction ε, the iteration count is

N(b) = least n with |q|ⁿ ≤ ε

```lean
/-- The least `n` for which the `n`-th power of the mode factor has magnitude at most `ε`, or 0 if
there is no such `n`. -/
def iterationsNeeded (D k b ε : ℝ) : ℕ := sInf {n : ℕ | |modeFactor D k b| ^ n ≤ ε}
```

In Lean this is an infimum of a set of natural numbers, which is 0 by convention if the set is empty. The count is therefore meaningful only once some n is known to reach the target, and the last proof establishes this for the shifts it uses.

Since each step multiplies by q, n steps from x give

qⁿ x

provided D + b ≠ 0.

```lean
/-- If `D + b ≠ 0`, then after `n` level-shifted steps the initial amplitude is multiplied by the
`n`-th power of the mode factor. -/
theorem shiftedStep_iterate {D k b : ℝ} (h : D + b ≠ 0) (x : ℝ) (n : ℕ) :
    (shiftedStep D k b)^[n] x = modeFactor D k b ^ n * x := by
  have hstep : ∀ y, shiftedStep D k b y = modeFactor D k b * y := by
    intro y
    have e : modeFactor D k b = 1 - (D + b)⁻¹ * (D + k) := by
      unfold modeFactor
      rw [div_eq_iff h, sub_mul, mul_right_comm, inv_mul_cancel₀ h]
      ring
    rw [e]
    unfold shiftedStep
    ring
  induction n with
  | zero => simp
  | succ n ih =>
    rw [Function.iterate_succ_apply', ih, hstep]
    ring
```

The notation `(shiftedStep D k b)^[n]` means the step applied n times. The local statement `hstep` is the algebra for a single step, and induction on n supplies the power.

## The limiting curve and the limit

Differentiating the exponential gives

x′(t) = −(D + k) x(t)

This is steepest descent on the quadratic energy (D + k)x²/2.

```lean
/-- The flow amplitude obeys the linear gradient-flow equation `x' = -(D + k) x`. -/
theorem gradientFlow_hasDerivAt (D k x₀ t : ℝ) :
    HasDerivAt (gradientFlow D k x₀) (-(D + k) * gradientFlow D k x₀ t) t := by
  have h : HasDerivAt (fun s : ℝ => -(D + k) * s) (-(D + k)) t := by
    simpa using (hasDerivAt_id' t).const_mul (-(D + k))
  exact (h.exp.mul_const x₀).congr_deriv (by unfold gradientFlow; ring)
```

`HasDerivAt` says that the curve has this derivative at t, for every real t; the proof is the chain rule.

Now fix t > 0 and take n steps, all with the shift b = n/t. Dividing the numerator and denominator of q by n/t gives

q = (1 − kt/n)/(1 + Dt/n)

The exponential limit (1 + a/n)ⁿ → exp(a), used with a = −kt and with a = Dt, then yields

qⁿ → exp(−kt)/exp(Dt) = exp(−(D + k)t)

```lean
/-- With the shift `b = n / t`, the product of `n` mode factors tends to
`exp (-(D + k) t)`. -/
theorem modeFactor_pow_tendsto (D k : ℝ) {t : ℝ} (ht : 0 < t) :
    Tendsto (fun n : ℕ => modeFactor D k (n / t) ^ n) atTop
      (𝓝 (Real.exp (-(D + k) * t))) := by
  have hlim := (Real.tendsto_one_add_div_pow_exp (-(k * t))).div
    (Real.tendsto_one_add_div_pow_exp (D * t)) (Real.exp_ne_zero _)
  have he : Real.exp (-(k * t)) / Real.exp (D * t) = Real.exp (-(D + k) * t) := by
    rw [← Real.exp_sub]
    congr 1
    ring
  rw [he] at hlim
  refine hlim.congr' ?_
  filter_upwards [eventually_gt_atTop 0] with n hn
  have hn' : (n : ℝ) ≠ 0 := by exact_mod_cast hn.ne'
  have ht' : t ≠ 0 := ht.ne'
  -- The common factor n / t cancels between numerator and denominator.
  have hc : (n : ℝ) / t * (t / n) = 1 := by
    rw [div_mul_div_comm, mul_comm t, div_self (mul_ne_zero hn' ht')]
  have h1 : (n : ℝ) / t - k = n / t * (1 + -(k * t) / n) := by
    linear_combination k * hc
  have h2 : D + (n : ℝ) / t = n / t * (1 + D * t / n) := by
    linear_combination (-D) * hc
  have h3 : modeFactor D k (n / t) = (1 + -(k * t) / n) / (1 + D * t / n) := by
    unfold modeFactor
    rw [h1, h2, mul_div_mul_left _ _ (div_ne_zero hn' ht')]
  rw [h3, div_pow]
  rfl
```

The proof takes the quotient of the two limits first (`hlim`), then shows that the sequence agrees with qⁿ for every n > 0. The identities `h1` and `h2` extract the common factor n/t, which cancels in `h3`. No sign is assumed for D or k.

Multiplying by x₀ turns this into a statement about the iteration:

n steps with shift n/t, started at x₀ → exp(−(D + k)t) x₀

```lean
/-- Strong-shift limit: `n` level-shifted steps with shift `n / t` carry the initial
amplitude to the gradient-flow amplitude at time `t` as `n` tends to infinity. -/
theorem shiftedStep_tendsto_gradientFlow (D k x₀ : ℝ) {t : ℝ} (ht : 0 < t) :
    Tendsto (fun n : ℕ => (shiftedStep D k (n / t))^[n] x₀) atTop
      (𝓝 (gradientFlow D k x₀ t)) := by
  refine ((modeFactor_pow_tendsto D k ht).mul_const x₀).congr' ?_
  have hb : Tendsto (fun n : ℕ => (n : ℝ) / t) atTop atTop :=
    tendsto_natCast_atTop_atTop.atTop_div_const ht
  filter_upwards [hb.eventually_gt_atTop (-D)] with n hn
  have hpos : 0 < D + (n : ℝ) / t := by linarith
  exact (shiftedStep_iterate hpos.ne' x₀ n).symm
```

The shift is constant within each run and grows from one run to the next. If D is negative, D + n/t might vanish for some small n, so the proof uses the step formula only once n/t > −D. If D + k < 0, the limiting curve grows: a strong shift does not turn an unstable solution into an attracting one.

## Bounds on the iteration count at a finite shift

From here on the mode is stable, D + k > 0, which means that the energy has positive curvature along it at the SCF solution. Take also b > k. Then D + b = (D + k) + (b − k) > 0 and 0 < q < 1, so the error shrinks without changing sign.

The inequality log y ≤ y − 1, applied to y = 1/q, gives

−log q ≤ 1/q − 1 = (D + k)/(b − k)

If qⁿ ≤ ε, taking logarithms gives log(1/ε) ≤ −n log q, and hence

n ≥ log(1/ε)(b − k)/(D + k)

```lean
/-- For a shift above `k`, reducing a stable mode by `ε` requires at least
`log (1 / ε) (b - k) / (D + k)` iterations. -/
theorem iterations_necessary {D k b ε : ℝ} (hs : 0 < D + k) (hb : k < b)
    {n : ℕ} (h : modeFactor D k b ^ n ≤ ε) :
    Real.log (1 / ε) * (b - k) / (D + k) ≤ n := by
  have hbk : 0 < b - k := by linarith
  have hq : 0 < modeFactor D k b := div_pos hbk (by linarith)
  have hlog : n * Real.log (modeFactor D k b) ≤ Real.log ε := by
    rw [← Real.log_pow]
    exact Real.log_le_log (pow_pos hq n) h
  -- The logarithmic inequality for the inverse factor bounds the decay rate from above.
  have hi := Real.log_le_sub_one_of_pos (inv_pos.2 hq)
  have e : (modeFactor D k b)⁻¹ - 1 = (D + k) / (b - k) := by
    unfold modeFactor
    rw [inv_div, eq_div_iff hbk.ne', sub_mul, div_mul_cancel₀ _ hbk.ne']
    ring
  rw [Real.log_inv, e] at hi
  have hm := mul_le_mul_of_nonneg_left hi (Nat.cast_nonneg (α := ℝ) n)
  have h3 : -Real.log ε ≤ n * ((D + k) / (b - k)) := by linarith
  rw [← mul_div_assoc, le_div_iff₀ hbk] at h3
  rwa [one_div, Real.log_inv, div_le_iff₀ hs]
```

The identity `e` is the formula for 1/q − 1, and the closing lines rearrange the inequality for n.

The same inequality with y = q gives a bound in the other direction:

−log q ≥ 1 − q = (D + k)/(D + b)

So if ε > 0 and

n ≥ log(1/ε)(D + b)/(D + k)

then −n log q ≥ log(1/ε), which is qⁿ ≤ ε.

```lean
/-- For a shift above `k`, `log (1 / ε) (D + b) / (D + k)` iterations suffice to reduce
a stable mode by `ε`. -/
theorem iterations_sufficient {D k b ε : ℝ} (hs : 0 < D + k) (hb : k < b) (hε : 0 < ε)
    {n : ℕ} (h : Real.log (1 / ε) * (D + b) / (D + k) ≤ n) :
    modeFactor D k b ^ n ≤ ε := by
  have hD : 0 < D + b := by linarith
  have hq : 0 < modeFactor D k b := div_pos (by linarith) hD
  have hi := Real.log_le_sub_one_of_pos hq
  have e : modeFactor D k b - 1 = -((D + k) / (D + b)) := by
    unfold modeFactor
    rw [← neg_div, eq_div_iff hD.ne', sub_mul, div_mul_cancel₀ _ hD.ne']
    ring
  rw [e] at hi
  have hm := mul_le_mul_of_nonneg_left hi (Nat.cast_nonneg (α := ℝ) n)
  rw [one_div, Real.log_inv, div_le_iff₀ hs, ← le_div_iff₀ hD, mul_div_assoc] at h
  apply (Real.log_le_log_iff (pow_pos hq n) hε).1
  rw [Real.log_pow]
  linarith
```

Here `Real.log_le_log_iff` converts the comparison of logarithms back into one of qⁿ and ε.

As an example, take D = 1 and k = 2 in common energy units. Without a shift the factor is −2, and the iteration diverges with alternating sign. With b = 100 it is 98/101, so each step removes only about 3% of the error, and the bounds place the least number of iterations for ε = 10⁻⁶ between 452 and 466.

## Linear growth with the shift

Write L = log(1/ε), with 0 < ε ≤ 1. The smallest integer not below L(D + b)/(D + k) reaches the target, and it exceeds that number by less than 1. Therefore, for b > k,

L(b − k)/(D + k) ≤ N(b) ≤ L(D + b)/(D + k) + 1

Dividing by b > 0 gives

L/(D + k) − [Lk/(D + k)]/b ≤ N(b)/b ≤ L/(D + k) + [LD/(D + k) + 1]/b

Both outer expressions tend to L/(D + k) as b → ∞, and so

N(b)/b → log(1/ε)/(D + k)

```lean
/-- For fixed `0 < ε ≤ 1`, the least number of iterations that reduces a stable mode by `ε`, divided
by the shift `b`, tends to `log (1 / ε) / (D + k)` as `b` tends to infinity. -/
theorem iterationsNeeded_div_shift_tendsto {D k ε : ℝ} (hs : 0 < D + k)
    (hε : 0 < ε) (hε1 : ε ≤ 1) :
    Tendsto (fun b : ℝ => (iterationsNeeded D k b ε : ℝ) / b) atTop
      (𝓝 (Real.log (1 / ε) / (D + k))) := by
  have hL : 0 ≤ Real.log (1 / ε) := by
    rw [one_div, Real.log_inv]
    linarith [Real.log_nonpos hε.le hε1]
  have hN : ∀ b, k < b →
      Real.log (1 / ε) * (b - k) / (D + k) ≤ iterationsNeeded D k b ε ∧
      (iterationsNeeded D k b ε : ℝ) ≤ Real.log (1 / ε) * (D + b) / (D + k) + 1 := by
    intro b hb
    have hD : 0 < D + b := by linarith
    have hq : 0 < modeFactor D k b := div_pos (by linarith) hD
    have hmem : ⌈Real.log (1 / ε) * (D + b) / (D + k)⌉₊ ∈
        {n : ℕ | |modeFactor D k b| ^ n ≤ ε} := by
      rw [Set.mem_ofPred_eq, abs_of_pos hq]
      exact iterations_sufficient hs hb hε (Nat.le_ceil _)
    constructor
    · have hmin : |modeFactor D k b| ^ iterationsNeeded D k b ε ≤ ε :=
        Nat.sInf_mem ⟨_, hmem⟩
      rw [abs_of_pos hq] at hmin
      exact iterations_necessary hs hb hmin
    · have h1 : (iterationsNeeded D k b ε : ℝ) ≤
          (⌈Real.log (1 / ε) * (D + b) / (D + k)⌉₊ : ℝ) :=
        Nat.cast_le.2 (Nat.sInf_le hmem)
      exact h1.trans (Nat.ceil_lt_add_one (by positivity)).le
  clear hL
  generalize Real.log (1 / ε) = L at hN ⊢
  -- Both bounds have the same slope in b and differ only by bounded terms.
  have hlim : ∀ c : ℝ, Tendsto (fun b : ℝ => L / (D + k) + c * b⁻¹) atTop
      (𝓝 (L / (D + k))) := by
    intro c
    simpa using (tendsto_inv_atTop_zero.const_mul c).const_add (L / (D + k))
  refine tendsto_of_tendsto_of_tendsto_of_le_of_le' (hlim (-(L * k / (D + k))))
    (hlim (L * D / (D + k) + 1)) ?_ ?_
  · filter_upwards [eventually_gt_atTop k, eventually_gt_atTop 0] with b hb h0
    rw [le_div_iff₀ h0, add_mul, mul_assoc _ b⁻¹ b, inv_mul_cancel₀ h0.ne']
    refine le_of_eq_of_le ?_ (hN b hb).1
    ring
  · filter_upwards [eventually_gt_atTop k, eventually_gt_atTop 0] with b hb h0
    rw [div_le_iff₀ h0, add_mul, mul_assoc _ b⁻¹ b, inv_mul_cancel₀ h0.ne']
    refine (hN b hb).2.trans_eq ?_
    ring

end

end LevelShiftGradientFlow
```

The statement `hN` contains the two bounds on N(b). Its membership claim `hmem` shows that the target is reached, so that the infimum is a true minimum. The limit `hlim` handles both outer expressions, with different constants c, and the squeeze theorem finishes the proof. In this theorem b runs through the real numbers and is not tied to n.

For ε < 1 the limit is positive, which is the linear growth. For ε = 1 no reduction is asked for, and the limit is 0. In this linear one-mode model, then, doubling an already large shift roughly doubles the iterations needed, and of two modes given the same shift, the softer one, with smaller D + k, costs more once that shift is large enough.

## Many coupled modes

The model keeps one amplitude and drops all nonlinear terms. It also uses plain steps, without DIIS or any other extrapolation. A different model would take x as a vector, D as a diagonal matrix of gaps and k as a symmetric coupling matrix K. The step matrix would be

I − (D + bI)⁻¹(D + K)

and the expected limit exp(−(D + K)t), a claim that the theorems here do not address. Because D and K need not commute, the quotient of two scalar limits does not carry over directly; an estimate for powers of matrices could take its place. For positive definite D + K, the slope for the worst initial error would be set by the smallest eigenvalue of D + K.

```lean
#print axioms LevelShiftGradientFlow.gradientFlow_hasDerivAt
#print axioms LevelShiftGradientFlow.shiftedStep_tendsto_gradientFlow
#print axioms LevelShiftGradientFlow.iterationsNeeded_div_shift_tendsto
```

```
'LevelShiftGradientFlow.gradientFlow_hasDerivAt' depends on axioms: [propext, Classical.choice, Quot.sound]
'LevelShiftGradientFlow.shiftedStep_tendsto_gradientFlow' depends on axioms: [propext, Classical.choice, Quot.sound]
'LevelShiftGradientFlow.iterationsNeeded_div_shift_tendsto' depends on axioms: [propext, Classical.choice, Quot.sound]
```
